# The action of two successive reflections through the dot and cross products of their unit normals

In real three-dimensional space, a vector `x` is reflected first in the plane through the origin with unit normal `b`, then in the one with unit normal `a`. The theorem `mirrors_mulVec` says that the result is (2(a·b)² − 1)x + 2(a·b)(b × a) × x + 2((b × a)·x)(b × a). Both normals must have length one, while `x` is arbitrary. The proof applies the formula for a single mirror twice, then compares the three components, using `linear_combination` to bring in the two normalisation conditions.

Lean 4 with Mathlib refuses this proof:

```lean
import Mathlib

open Matrix

namespace MirrorsMulVec

noncomputable section

/-- The matrix `1 - 2 a aᵀ`; for a unit vector `a` it is the reflection in the plane through
the origin with normal `a`. -/
def mirror (a : Fin 3 → ℝ) : Matrix (Fin 3) (Fin 3) ℝ :=
  1 - (2 : ℝ) • vecMulVec a a

/-- A mirror subtracts twice the component of `x` along `a`, for a unit vector `a`; the formula
itself holds for every `a`. -/
theorem mirror_mulVec (a x : Fin 3 → ℝ) :
    mirror a *ᵥ x = x - (2 * (a ⬝ᵥ x)) • a := by
  ext i
  fin_cases i <;>
    simp [mirror, Matrix.mulVec, dotProduct, Fin.sum_univ_three, vecMulVec_apply,
      Matrix.one_apply] <;> ring

/-- The action of two mirrors with unit normals on a vector `x`, written with the cosine `a·b`
and the vector `b × a` only. -/
theorem mirrors_mulVec {a b : Fin 3 → ℝ} (ha : a ⬝ᵥ a = 1) (hb : b ⬝ᵥ b = 1)
    (x : Fin 3 → ℝ) :
    (mirror a * mirror b) *ᵥ x = (2 * (a ⬝ᵥ b) ^ 2 - 1) • x
      + (2 * (a ⬝ᵥ b)) • ((b ⨯₃ a) ⨯₃ x) + (2 * ((b ⨯₃ a) ⬝ᵥ x)) • (b ⨯₃ a) := by
  rw [← Matrix.mulVec_mulVec, mirror_mulVec, mirror_mulVec]
  simp only [dotProduct, Fin.sum_univ_three] at ha hb
  ext i
  fin_cases i <;> simp [cross_apply, dotProduct, Fin.sum_univ_three]
  · linear_combination (2 * (b 0 * x 0 + b 1 * x 1 + b 2 * x 2) * b 0
      - 2 * x 0 * (b 0 * b 0 + b 1 * b 1 + b 2 * b 2)) * ha
      + (2 * (a 0 * x 0 + a 1 * x 1 + a 2 * x 2) * a 0 - 2 * x 0) * hb
  · linear_combination (2 * (b 0 * x 0 + b 1 * x 1 + b 2 * x 2) * b 1
      - 2 * x 1 * (b 0 * b 0 + b 1 * b 1 + b 2 * b 2)) * ha
      + (2 * (a 0 * x 0 + a 1 * x 1 + a 2 * x 2) * a 1 - 2 * x 1) * hb
  · linear_combination (2 * (b 0 * x 0 + b 1 * x 1 + b 2 * x 2) * b 2
      - 2 * x 2 * (b 0 * b 0 + b 1 * b 1 + b 2 * b 2)) * ha
      + (2 * (a 0 * x 0 + a 1 * x 1 + a 2 * x 2) * a 2 - 2 * x 2) * hb

end

end MirrorsMulVec
```

The error:

```
Main.lean:33:4: error: ring failed, ring expressions not equal
a b x : Fin 3 → ℝ
ha : a 0 * a 0 + a 1 * a 1 + a 2 * a 2 = 1
hb : b 0 * b 0 + b 1 * b 1 + b 2 * b 2 = 1
⊢ -x 0 + x 0 * b 0 * b 1 * a 0 * a 1 * 4 + x 0 * b 0 * b 2 * a 0 * a 2 * 4 + x 0 * b 0 ^ 2 * a 0 ^ 2 * 2 +
            x 0 * b 1 * b 2 * a 1 * a 2 * 4 +
          x 0 * b 1 ^ 2 * a 1 ^ 2 * 2 +
        x 0 * b 2 ^ 2 * a 2 ^ 2 * 2 -
      vecHead ((2 * (a 0 * b 0 + a 1 * b 1 + a 2 * b 2) ^ 2 - 1) • x) =
    0
Main.lean:36:4: error: ring failed, ring expressions not equal
a b x : Fin 3 → ℝ
ha : a 0 * a 0 + a 1 * a 1 + a 2 * a 2 = 1
hb : b 0 * b 0 + b 1 * b 1 + b 2 * b 2 = 1
⊢ -x 1 + x 1 * b 0 * b 1 * a 0 * a 1 * 4 + x 1 * b 0 * b 2 * a 0 * a 2 * 4 + x 1 * b 0 ^ 2 * a 0 ^ 2 * 2 +
            x 1 * b 1 * b 2 * a 1 * a 2 * 4 +
          x 1 * b 1 ^ 2 * a 1 ^ 2 * 2 +
        x 1 * b 2 ^ 2 * a 2 ^ 2 * 2 -
      vecHead (vecTail ((2 * (a 0 * b 0 + a 1 * b 1 + a 2 * b 2) ^ 2 - 1) • x)) =
    0
Main.lean:39:4: error: ring failed, ring expressions not equal
a b x : Fin 3 → ℝ
ha : a 0 * a 0 + a 1 * a 1 + a 2 * a 2 = 1
hb : b 0 * b 0 + b 1 * b 1 + b 2 * b 2 = 1
⊢ -x 2 + x 2 * b 0 * b 1 * a 0 * a 1 * 4 + x 2 * b 0 * b 2 * a 0 * a 2 * 4 + x 2 * b 0 ^ 2 * a 0 ^ 2 * 2 +
            x 2 * b 1 * b 2 * a 1 * a 2 * 4 +
          x 2 * b 1 ^ 2 * a 1 ^ 2 * 2 +
        x 2 * b 2 ^ 2 * a 2 ^ 2 * 2 -
      vecHead (vecTail (vecTail ((2 * (a 0 * b 0 + a 1 * b 1 + a 2 * b 2) ^ 2 - 1) • x))) =
    0
```

What went wrong. The three errors are the same failure, once for each component. In each, `ring` is left with a term such as `vecHead ((2 * (a 0 * b 0 + a 1 * b 1 + a 2 * b 2) ^ 2 - 1) • x)`. This is just the first entry of a multiple of `x`, but `ring` does not unfold `vecHead` or `vecTail` and so cannot match the term with the products of coordinates beside it. The remaining equations are true, and the coefficients given to `linear_combination` are right.

The terms arise because `cross_apply` writes the cross products as explicit lists of entries. `simp` then adds these lists to the multiple of `x` as whole vectors, taking the latter apart with `vecHead` and `vecTail`.

The added `simp only` line takes the component `i` of each sum, difference and scalar multiple before the cross products are expanded. The multiple of `x` thus becomes an ordinary product with `x i`, and after the split into cases `ring` sees only polynomials in the coordinates.

Lean accepts the file once it reads:

```diff
@@ -30,4 +30,5 @@
   simp only [dotProduct, Fin.sum_univ_three] at ha hb
   ext i
+  simp only [Pi.add_apply, Pi.sub_apply, Pi.smul_apply, smul_eq_mul]
   fin_cases i <;> simp [cross_apply, dotProduct, Fin.sum_univ_three]
   · linear_combination (2 * (b 0 * x 0 + b 1 * x 1 + b 2 * x 2) * b 0
```
